# Equally Weighted Permutations Give a Particle a Uniform Exchange-Cycle Length

Of the two permutations of two particles, the identity leaves a given particle in a cycle of length 1 and the swap puts it in a cycle of length 2. A third particle can be added to either permutation alone or directly in front of one of the two old particles, and among the six results it lies in a cycle of length 1, 2 and 3 exactly twice each.

```lean
import Mathlib

open Filter
open scoped Finset Nat Topology

namespace ExchangeCycles

noncomputable section

universe u

variable {α : Type u}

/-- The exchange-cycle length of particle `a`: the least positive number of applications of the
permutation `σ` that brings `a` back to itself, for finitely many particles. -/
def cycleLength (σ : Equiv.Perm α) (a : α) : ℕ := Function.minimalPeriod σ a

/-- Adds a new particle `none` to the permutation `τ`: alone if `i = none`, and directly in front
of particle `b` in its cycle if `i = some b`. -/
def insertParticle [DecidableEq α] (i : Option α) (τ : Equiv.Perm α) :
    Equiv.Perm (Option α) :=
  (Equiv.optionCongr τ).trans (Equiv.swap none i)

/-- The one-particle partition function `Z(β) = ∑ exp(-β Eᵢ)`, for `β` at which the sum
converges. -/
def partitionFunction {ι : Type*} (E : ι → ℝ) (β : ℝ) : ℝ := ∑' i, Real.exp (-β * E i)

/-- The ideal-Bose-gas weight of a permutation: the product of `Z(kβ)` over the lengths `k` of
its cycles, fixed points included. -/
def exchangeWeight {ι : Type*} [Fintype α] [DecidableEq α] (E : ι → ℝ) (β : ℝ)
    (σ : Equiv.Perm α) : ℝ :=
  (σ.partition.parts.map fun k : ℕ => partitionFunction E (k * β)).prod

/-- The probability that particle `a` lies in a cycle of length `k` when permutations carry the
weights `w`, for non-negative weights with non-zero sum. -/
def cycleProb [Fintype α] [DecidableEq α] (w : Equiv.Perm α → ℝ) (a : α) (k : ℕ) : ℝ :=
  (∑ σ with cycleLength σ a = k, w σ) / ∑ σ, w σ

/-- Among finitely many particles every exchange cycle has positive length. -/
theorem cycleLength_pos [Finite α] (τ : Equiv.Perm α) (b : α) : 0 < cycleLength τ b := by
  refine Function.IsPeriodicPt.minimalPeriod_pos (orderOf_pos τ) ?_
  change (⇑τ)^[orderOf τ] b = b
  rw [Equiv.Perm.iterate_eq_pow, pow_orderOf_eq_one]
  rfl

/-- A particle inserted in front of `b`, among finitely many particles, lies in a cycle one longer
than the former cycle of `b`. -/
theorem cycleLength_insert [Finite α] [DecidableEq α] (τ : Equiv.Perm α) (b : α) :
    cycleLength (insertParticle (some b) τ) none = cycleLength τ b + 1 := by
  have hp := cycleLength_pos τ b
  unfold cycleLength at hp ⊢
  -- the new particle first follows the old cycle of `b`
  have walk : ∀ j, j < Function.minimalPeriod τ b →
      (insertParticle (some b) τ)^[j + 1] none = some (τ^[j] b) := by
    intro j
    induction j with
    | zero => intro _; simp [insertParticle]
    | succ j ih =>
      intro hj
      have hne : τ^[j + 1] b ≠ b := fun h =>
        absurd (Function.IsPeriodicPt.minimalPeriod_le (Nat.succ_pos j) h) (not_le_of_gt hj)
      rw [Function.iterate_succ_apply', ih (by omega)]
      rw [Function.iterate_succ_apply'] at hne ⊢
      change Equiv.swap none (some b) (some (τ (τ^[j] b))) = _
      exact Equiv.swap_apply_of_ne_of_ne (by simp) (by simpa using hne)
  -- and then returns to its own place
  have hret : (insertParticle (some b) τ)^[Function.minimalPeriod τ b + 1] none = none := by
    obtain ⟨m, hm⟩ : ∃ m, Function.minimalPeriod τ b = m + 1 :=
      ⟨Function.minimalPeriod τ b - 1, by omega⟩
    have hb := Function.iterate_minimalPeriod (f := τ) (x := b)
    rw [hm, Function.iterate_succ_apply'] at hb
    rw [hm, Function.iterate_succ_apply', walk m (by omega)]
    change Equiv.swap none (some b) (some (τ (τ^[m] b))) = none
    rw [hb, Equiv.swap_apply_right]
  refine le_antisymm (Function.IsPeriodicPt.minimalPeriod_le (Nat.succ_pos _) hret) ?_
  by_contra hlt
  have h0 := Function.IsPeriodicPt.minimalPeriod_pos (Nat.succ_pos _) hret
  obtain ⟨j, hj⟩ : ∃ j, Function.minimalPeriod (insertParticle (some b) τ) none = j + 1 :=
    ⟨Function.minimalPeriod (insertParticle (some b) τ) none - 1, by omega⟩
  have h2 := Function.iterate_minimalPeriod (f := insertParticle (some b) τ) (x := none)
  rw [hj, walk j (by omega)] at h2
  simp at h2

/-- Counting by insertion: the number of permutations that put the new particle `none` in a cycle of
length `k` is `n!` if `k = 1` and 0 otherwise, plus the sum over the `n` old particles `b` of the
number of permutations of the old particles in which the cycle length of `b` is one less than `k`.
-/
theorem card_insert [Fintype α] [DecidableEq α] (k : ℕ) :
    #{σ : Equiv.Perm (Option α) | cycleLength σ none = k} =
      (if 1 = k then (Fintype.card α)! else 0) +
        ∑ b : α, #{τ : Equiv.Perm α | cycleLength τ b + 1 = k} := by
  have hdec : ∀ (i : Option α) (τ : Equiv.Perm α),
      Equiv.Perm.decomposeOption.symm (i, τ) = insertParticle i τ := fun _ _ => rfl
  have hone : ∀ τ : Equiv.Perm α, cycleLength (insertParticle none τ) none = 1 := fun τ =>
    Function.minimalPeriod_eq_one_iff_isFixedPt.mpr (by simp [insertParticle, Function.IsFixedPt])
  simp only [Finset.card_filter]
  rw [← Equiv.sum_comp (Equiv.Perm.decomposeOption (α := α)).symm, Fintype.sum_prod_type,
    Fintype.sum_option]
  simp only [hdec, hone, cycleLength_insert]
  congr 1
  split_ifs <;> simp [Fintype.card_perm]

/-- Relabelling the particles does not change the number of permutations with a given cycle
length of a given particle. -/
theorem card_relabel {κ : Type*} [Fintype α] [DecidableEq α] [Fintype κ] [DecidableEq κ]
    (e : κ ≃ α) (x : κ) (k : ℕ) :
    #{σ : Equiv.Perm α | cycleLength σ (e x) = k} =
      #{σ : Equiv.Perm κ | cycleLength σ x = k} := by
  have h : ∀ σ : Equiv.Perm κ, cycleLength (e.permCongr σ) (e x) = cycleLength σ x := by
    intro σ
    refine Function.minimalPeriod_eq_minimalPeriod_iff.mpr fun n => ?_
    have hs : Function.Semiconj e σ (e.permCongr σ) := fun y => by simp [Equiv.permCongr_apply]
    change (e.permCongr σ)^[n] (e x) = e x ↔ σ^[n] x = x
    rw [← (hs.iterate_right n) x, e.injective.eq_iff]
  simp only [Finset.card_filter]
  rw [← Equiv.sum_comp e.permCongr]
  simp only [h]

/-- For each `k` from 1 to `N`, exactly `(N-1)!` permutations of `N` particles place the fixed
particle `a` in a cycle of length `k`. -/
theorem card_cycleLength [Fintype α] [DecidableEq α] (a : α) {k : ℕ} (hk : 1 ≤ k)
    (hkN : k ≤ Fintype.card α) :
    #{σ : Equiv.Perm α | cycleLength σ a = k} = (Fintype.card α - 1)! := by
  have key : ∀ (n : ℕ) (κ : Type u) [Fintype κ] [DecidableEq κ] (a : κ) (k : ℕ),
      Fintype.card κ = n + 1 → 1 ≤ k → k ≤ n + 1 →
      #{σ : Equiv.Perm κ | cycleLength σ a = k} = n ! := by
    intro n
    induction n using Nat.strong_induction_on with
    | _ n ih =>
      intro κ _ _ a k hκ h1 hk
      -- regard `a` as the particle inserted last
      have hc : Fintype.card {b // b ≠ a} = n := by
        have h := Fintype.card_congr (Equiv.optionSubtypeNe a)
        rw [Fintype.card_option, hκ] at h
        omega
      have h := card_relabel (Equiv.optionSubtypeNe a) none k
      rw [Equiv.optionSubtypeNe_none] at h
      rw [h, card_insert, hc]
      rcases Nat.eq_or_lt_of_le h1 with rfl | h2
      · have h0 : ∀ (τ : Equiv.Perm {b // b ≠ a}) b, cycleLength τ b ≠ 0 :=
          fun τ b => (cycleLength_pos τ b).ne'
        simp [h0]
      · obtain ⟨m, rfl⟩ : ∃ m, k = m + 1 := ⟨k - 1, by omega⟩
        obtain ⟨l, rfl⟩ : ∃ l, n = l + 1 := ⟨n - 1, by omega⟩
        have hb : ∀ b : {b // b ≠ a},
            #{τ : Equiv.Perm {b // b ≠ a} | cycleLength τ b + 1 = m + 1} = l ! := by
          intro b
          simpa only [add_left_inj] using ih l (by omega) _ b m hc (by omega) (by omega)
        rw [if_neg (by omega), zero_add, Finset.sum_congr rfl (fun b _ => hb b),
          Finset.sum_const, Finset.card_univ, hc, smul_eq_mul, Nat.factorial_succ]
  exact key (Fintype.card α - 1) α a k (by omega) hk (by omega)

/-- If all permutations have the same non-zero weight, each cycle length from 1 to `N` of a fixed
particle has probability `1/N`. -/
theorem cycleProb_uniform [Fintype α] [DecidableEq α] (a : α) {k : ℕ} (hk : 1 ≤ k)
    (hkN : k ≤ Fintype.card α) {c : ℝ} (hc : c ≠ 0) :
    cycleProb (fun _ => c) a k = 1 / (Fintype.card α : ℝ) := by
  unfold cycleProb
  simp only [Finset.sum_const, nsmul_eq_mul]
  rw [card_cycleLength a hk hkN, Finset.card_univ, Fintype.card_perm, mul_div_mul_right _ _ hc]
  obtain ⟨M, hM⟩ : ∃ M, Fintype.card α = M + 1 := ⟨Fintype.card α - 1, by omega⟩
  have hf : (M ! : ℝ) ≠ 0 := Nat.cast_ne_zero.mpr (Nat.factorial_ne_zero M)
  have hM1 : (M : ℝ) + 1 ≠ 0 := by positivity
  rw [hM, Nat.add_sub_cancel, Nat.factorial_succ]
  push_cast
  rw [div_eq_div_iff (mul_ne_zero hM1 hf) hM1]
  ring

/-- With a non-degenerate ground level `g` and a partition function that converges at some `β₀`,
`exp(β E_g) Z(β)` tends to 1 as `β → ∞`. -/
theorem tendsto_partitionFunction {ι : Type*} (E : ι → ℝ) (g : ι)
    (hg : ∀ i, i ≠ g → E g < E i) {β₀ : ℝ} (hs : Summable fun i => Real.exp (-β₀ * E i)) :
    Tendsto (fun β => Real.exp (β * E g) * partitionFunction E β) atTop (𝓝 1) := by
  classical
  have h : Tendsto (fun β : ℝ => ∑' i, Real.exp (-β * (E i - E g))) atTop
      (𝓝 (∑' i, if i = g then (1 : ℝ) else 0)) := by
    refine tendsto_tsum_of_dominated_convergence
      (bound := fun i => Real.exp (β₀ * E g) * Real.exp (-β₀ * E i)) (hs.mul_left _) ?_ ?_
    · intro i
      by_cases hi : i = g
      · simp [hi]
      · simp only [if_neg hi]
        exact Real.tendsto_exp_atBot.comp
          (tendsto_neg_atTop_atBot.atBot_mul_const (sub_pos.mpr (hg i hi)))
    · filter_upwards [eventually_ge_atTop β₀] with β hβ i
      have hi : E g ≤ E i := by
        by_cases hi : i = g
        · rw [hi]
        · exact (hg i hi).le
      rw [Real.norm_eq_abs, abs_of_pos (Real.exp_pos _), ← Real.exp_add]
      apply Real.exp_le_exp.mpr
      nlinarith [mul_nonneg (sub_nonneg.mpr hβ) (sub_nonneg.mpr hi)]
  simp only [tsum_ite_eq] at h
  refine h.congr fun β => ?_
  rw [partitionFunction, ← tsum_mul_left]
  refine tsum_congr fun i => ?_
  rw [← Real.exp_add]
  congr 1
  ring

/-- With a non-degenerate ground level `g` and a partition function that converges at some `β₀`, the
weight of every permutation of `N` particles, multiplied by `exp(N β E_g)`, tends to 1 as `β → ∞`.
-/
theorem tendsto_exchangeWeight {ι : Type*} [Fintype α] [DecidableEq α] (E : ι → ℝ) (g : ι)
    (hg : ∀ i, i ≠ g → E g < E i) {β₀ : ℝ} (hs : Summable fun i => Real.exp (-β₀ * E i))
    (σ : Equiv.Perm α) :
    Tendsto (fun β => Real.exp (Fintype.card α * β * E g) * exchangeWeight E β σ)
      atTop (𝓝 1) := by
  have h : Tendsto (fun β : ℝ => (σ.partition.parts.map fun k : ℕ =>
      Real.exp (k * β * E g) * partitionFunction E (k * β)).prod) atTop
      (𝓝 (σ.partition.parts.map fun _ : ℕ => (1 : ℝ)).prod) := by
    refine tendsto_multiset_prod _ fun k hk => ?_
    have hk0 : (0 : ℝ) < k := Nat.cast_pos.mpr (σ.partition.parts_pos hk)
    exact (tendsto_partitionFunction E g hg hs).comp (tendsto_id.const_mul_atTop hk0)
  have hone : (σ.partition.parts.map fun _ : ℕ => (1 : ℝ)).prod = 1 := by simp
  rw [hone] at h
  refine h.congr fun β => ?_
  -- the exponentials multiply to a single one that contains the sum of the cycle lengths
  have hexp : ∀ s : Multiset ℕ, (s.map fun k : ℕ => Real.exp (k * β * E g)).prod =
      Real.exp ((s.sum : ℕ) * β * E g) := by
    intro s
    induction s using Multiset.induction_on with
    | empty => simp
    | cons k s ih =>
      rw [Multiset.map_cons, Multiset.prod_cons, ih, Multiset.sum_cons, ← Real.exp_add]
      congr 1
      push_cast
      ring
  rw [Multiset.prod_map_mul, hexp, σ.partition.parts_sum, exchangeWeight]

/-- In the ideal Bose gas with a non-degenerate one-particle ground level and a partition function
that converges at some `β₀`, the probability of each cycle length from 1 to `N` of a fixed
particle tends to `1/N` as the temperature goes to zero. -/
theorem zero_temperature_cycle_distribution {ι : Type*} [Fintype α] [DecidableEq α]
    (E : ι → ℝ) (g : ι) (hg : ∀ i, i ≠ g → E g < E i) {β₀ : ℝ}
    (hs : Summable fun i => Real.exp (-β₀ * E i)) (a : α) {k : ℕ} (hk : 1 ≤ k)
    (hkN : k ≤ Fintype.card α) :
    Tendsto (fun β => cycleProb (exchangeWeight E β) a k) atTop
      (𝓝 (1 / (Fintype.card α : ℝ))) := by
  rw [← cycleProb_uniform a hk hkN (one_ne_zero : (1 : ℝ) ≠ 0)]
  have hne : (∑ _σ : Equiv.Perm α, (1 : ℝ)) ≠ 0 := by
    simp [Fintype.card_perm, Nat.factorial_ne_zero]
  have hw := fun σ : Equiv.Perm α => tendsto_exchangeWeight E g hg hs σ
  have h := (tendsto_finsetSum ({σ : Equiv.Perm α | cycleLength σ a = k} : Finset _)
    fun σ _ => hw σ).div (tendsto_finsetSum Finset.univ fun σ _ => hw σ) hne
  refine Tendsto.congr (fun β => ?_) h
  -- the common ground-state factor cancels between numerator and denominator
  have e : cycleProb (exchangeWeight E β) a k =
      (∑ σ with cycleLength σ a = k,
        Real.exp (Fintype.card α * β * E g) * exchangeWeight E β σ) /
      ∑ σ : Equiv.Perm α, Real.exp (Fintype.card α * β * E g) * exchangeWeight E β σ := by
    unfold cycleProb
    rw [← Finset.mul_sum, ← Finset.mul_sum, mul_div_mul_left _ _ (Real.exp_pos _).ne']
  exact e.symm

end

end ExchangeCycles
```

```lean
#print axioms ExchangeCycles.cycleProb_uniform
#print axioms ExchangeCycles.zero_temperature_cycle_distribution
```

```
'ExchangeCycles.cycleProb_uniform' depends on axioms: [propext, Classical.choice, Quot.sound]
'ExchangeCycles.zero_temperature_cycle_distribution' depends on axioms: [propext, Classical.choice, Quot.sound]
```

## Exchange cycles in the ideal Bose gas

In the path-integral picture of $N$ identical bosons, the imaginary-time paths close only up to a permutation $\sigma$ of the particles. A particle in a cycle of length $k$ belongs to a closed path that winds $k$ times through the imaginary time $\beta$, the inverse temperature. The question is how long the cycle of one chosen particle $a$ typically is.

Without interactions, the $k$ one-particle density matrices along a cycle multiply to a single trace,
$$\operatorname{Tr} e^{-k\beta h} = Z(k\beta),\qquad Z(\beta)=\sum_i e^{-\beta E_i},$$
where $h$ is the one-particle Hamiltonian and $E_i$ are the energies of its eigenstates. A permutation with cycle lengths $k_1,\dots,k_m$, fixed points included, therefore has weight $W_\beta(\sigma)=\prod_j Z(k_j\beta)$. The Lean code takes this product as the definition of `exchangeWeight`; its derivation from the symmetrised $N$-body trace is the step that remains outside Lean.

## What the theorems say

The type `α` labels the particles, so $N$ is `Fintype.card α`, and `ι` labels one-particle states, possibly infinitely many. The function `cycleLength σ a` is the least positive number of applications of $\sigma$ that returns $a$ to itself. The name `partitionFunction` means the one-particle $Z$, not the $N$-body partition function. The probability `cycleProb` is a ratio of summed weights, so the usual prefactor $1/N!$ would cancel.

- `card_cycleLength`: for every $k$ with $1\le k\le N$, exactly $(N-1)!$ permutations put $a$ in a cycle of length $k$.
- `cycleProb_uniform`: if all permutations share one non-zero weight, each such $k$ has probability $1/N$.
- `zero_temperature_cycle_distribution`: with the weights $W_\beta$, the probability of each such $k$ tends to $1/N$ as $\beta\to\infty$.

The last theorem has two physical hypotheses. The condition `hg` says that one state $g$ lies strictly below all others, so the ground level is non-degenerate. The condition `hs` says that $Z$ converges at some $\beta_0$, as it does for a particle in a harmonic trap.

Degeneracy can change the limit. For $N=2$ and a doubly degenerate ground level, the weights of identity and swap approach the ratio $4:2$, and length 1 gets probability $2/3$.

The number of particles and the spectrum stay fixed while the temperature goes to zero; no thermodynamic limit is taken. For path-integral simulations, the result gives a low-temperature reference for the length of the cycle that contains a chosen particle, for finitely many non-interacting bosons with a non-degenerate ground state. Counted per cycle instead of per particle, the lengths are not uniform: the expected number of cycles of length $k$ tends to $1/k$.

## Counting by insertion

Let $\tau$ permute $n$ old particles, and add a new one. If it stays alone, its cycle has length 1. If it is placed in front of $b$, it is sent to $b$, and the particle formerly sent to $b$ is sent to it. Its cycle is then the old cycle of $b$ with one more member.

Every permutation of the $n+1$ particles arises exactly once in this way: the image of the new particle tells where it was inserted, and deleting it recovers $\tau$. Hence
$$\#\{\sigma:\text{new particle has length }k\}=n!\,\delta_{k,1}+\sum_b\#\{\tau:\text{length of }b\text{ is }k-1\}.$$

For $k=1$ the sum vanishes, because no cycle has length 0, and the count is $n!$. For $2\le k\le n+1$ the induction hypothesis gives $(n-1)!$ for each of the $n$ particles $b$, and $n\,(n-1)!=n!$. With $N=n+1$ this is $(N-1)!$. Dividing by the $N!$ permutations gives $1/N$.

In Lean, `cycleLength_insert` follows the new particle. The step `walk` shows that it visits the old cycle of $b$ in order, and `hret` shows that it then returns; an earlier return would contradict `walk`. The recursion is `card_insert`. Since any particle can be regarded as the one added last, `card_relabel` transfers the count to an arbitrary $a$, and `card_cycleLength` carries out the induction.

## The equivalence behind the recursion

The statement that every permutation arises from exactly one insertion comes from Mathlib's `Equiv.Perm.decomposeOption`. The type `Option α` consists of the old particles `some b` and one extra element `none`, the new particle. The equivalence matches a permutation of `Option α` with a pair: the image of `none`, and the permutation of `α` left after `none` is deleted.

Its inverse agrees with `insertParticle` by definition, so `hdec` is proved by `rfl`. `Equiv.sum_comp` then turns the sum over permutations of `Option α` into a sum over pairs, and splitting off the pairs with first entry `none` produces the two terms of the recursion.

## Cooling to the ground state

Factor out the ground-state term:
$$e^{\beta E_g}Z(\beta)=1+\sum_{i\ne g}e^{-\beta(E_i-E_g)}.$$
Each term of the remaining sum tends to zero. For $\beta\ge\beta_0$ it is at most $e^{-\beta_0(E_i-E_g)}$, which is summable, so dominated convergence gives the limit 1. This is `tendsto_partitionFunction`.

Because the cycle lengths add up to $N$,
$$e^{N\beta E_g}W_\beta(\sigma)=\prod_j e^{k_j\beta E_g}Z(k_j\beta)\longrightarrow 1$$
for every $\sigma$. In `tendsto_exchangeWeight`, `tendsto_multiset_prod` takes the limit of the product and `hexp` collects the exponentials.

The factor $e^{N\beta E_g}$ is the same for all permutations and cancels in the probability:
$$P_\beta(k)=\frac{\sum_{\sigma:\,\text{length of }a=k}e^{N\beta E_g}W_\beta(\sigma)}{\sum_\sigma e^{N\beta E_g}W_\beta(\sigma)}\longrightarrow\frac{(N-1)!}{N!}=\frac1N .$$
The final theorem takes the limits of the two finite sums, divides them, and identifies the quotient through `cycleProb_uniform` with weight 1.
